# Plane elastic waves obey the Christoffel equation, and positive strain energy makes its matrix positive definite

In one dimension, I put $u=p\cos(kx-\omega t)$ into $\rho\,\partial_t^2u=C\,\partial_x^2u$. Two time derivatives give $-\omega^2$, two space derivatives give $-k^2$, and for $p\neq0$ what remains is $\rho\omega^2=Ck^2$. A positive stiffness therefore gives a real, nonzero wave speed.

In a crystal I am less sure. Take a shear wave that travels along $x$ and moves the material along $y$. Its displacement gradient is not symmetric: it is part strain and part rotation. The stiffness tensor is positive only on symmetric strains and does not respond to rotations at all. Could some choice of direction and polarization make the gradient a pure rotation, so that the wave meets no restoring force and has zero speed?

## A plane wave is never a pure rotation

No. The rotational part of the gradient costs no energy, but the symmetric part cannot vanish unless the polarization or the direction vector does.

Let $\rho$ be the mass density, $C_{ijql}$ the constant stiffness tensor and $u_i$ the displacement in $n$ dimensions. I write $q$ where textbooks often have a tensor index $k$, because $k$ is the wave number here. The equation of motion is
$$\rho\,\partial_t^2u_i=\sum_{j,q,l}C_{ijql}\,\partial_j\partial_l u_q .$$

Try $u_i=p_i\cos\varphi$ with $\varphi=k\,m\cdot x-\omega t$, where $p$ is the polarization, $m$ the direction vector and $\omega$ the angular frequency. A step $s$ along coordinate $j$ changes the phase by $s\,k m_j$, so each space derivative brings down such a factor:
$$\partial_l u_q=-k m_l p_q\sin\varphi,\qquad \partial_j\partial_l u_q=-k^2m_jm_l p_q\cos\varphi .$$
With the Christoffel matrix $G_{iq}=\sum_{j,l}C_{ijql}m_jm_l$, the right-hand side of the equation of motion is $-k^2(Gp)_i\cos\varphi$. In time, $\partial_t u_i=\omega p_i\sin\varphi$ and $\partial_t^2u_i=-\omega^2p_i\cos\varphi$. The equation of motion becomes
$$\rho\omega^2p_i\cos\varphi=k^2(Gp)_i\cos\varphi .$$
If it holds everywhere, evaluate it at $x=0$, $t=0$, where the cosine is 1, and divide by $k^2\neq0$:
$$Gp=\rho\,(\omega/k)^2\,p .$$
Conversely, multiplying this equation by $k^2\cos\varphi$ restores the equation of motion at every point and time.

Now for the rotation. The strain of the wave is $-k\sin\varphi$ times
$$e_{ij}=\tfrac12(p_im_j+p_jm_i).$$
The minor symmetry $C_{ijql}=C_{jiql}$ and the major symmetry $C_{ijql}=C_{qlij}$ together give $C_{ijql}=C_{qlij}=C_{lqij}=C_{ijlq}$. Contraction with $C$ therefore cannot distinguish $e_{ql}$ from $p_qm_l$:
$$\sigma_{ij}=\sum_{q,l}C_{ijql}e_{ql}=\sum_{q,l}C_{ijql}p_qm_l .$$
This $\sigma$ is symmetric too, so the same replacement works a second time:
$$\sum_{i,j}\sigma_{ij}e_{ij}=\sum_{i,j}\sigma_{ij}p_im_j=p\cdot Gp .$$

Suppose that $e=0$ while $m\neq0$, and choose $j$ with $m_j\neq0$. The diagonal entry gives $p_jm_j=0$, so $p_j=0$. The other entries then reduce to $p_im_j=0$, so every $p_i$ vanishes. Hence $p\neq0$ implies $e\neq0$, and positivity on symmetric strains gives $p\cdot Gp>0$. Finally, $G$ is symmetric, because major symmetry gives
$$G_{qi}=\sum_{j,l}C_{qjil}m_jm_l=\sum_{j,l}C_{ilqj}m_lm_j=G_{iq}.$$

For your shear wave, take $m=(1,0)$, $p=(0,1)$ and the stiffness $\mu(\delta_{iq}\delta_{jl}+\delta_{il}\delta_{jq})$ with shear modulus $\mu>0$. The strain has off-diagonal entries $\tfrac12$, the stress is $2\mu e$, and $p\cdot Gp=2\mu(\tfrac14+\tfrac14)=\mu$. Here $Gp=\mu p$, so this polarization satisfies the Christoffel equation, and the speed is the familiar $\sqrt{\mu/\rho}$.

## What the Lean theorems say

`planeWave_solves_iff` states that, for $k\neq0$, the field `planeWave p m k ω` satisfies `SolvesElastodynamics ρ C` if and only if `christoffel C m *ᵥ p = (ρ * (ω / k) ^ 2) • p`. It assumes no tensor symmetry, no sign of $\rho$ and no normalization of $m$. For a unit vector $m$, $|\omega/k|$ is the phase speed; otherwise the phase speed is $|\omega/k|/|m|$, for $m\neq0$. The case $p=0$ is allowed and gives the zero displacement, so a genuine polarization also needs $p\neq0$.

`christoffel_posDef` assumes `ElasticSymmetry C`, `PositiveOnStrains C` and `m ≠ 0`, and concludes that the Christoffel matrix is positive definite, which in Mathlib includes its symmetry. Physically, `PositiveOnStrains` is elastic stability: every nonzero homogeneous strain costs energy.

The objects correspond to the physics as follows.

- `Stiffness n` is a real array with four indices, each running over `Fin n`. It does not depend on position, so the medium is homogeneous.
- `partialDeriv j` is the derivative along the $j$-th coordinate line. `SolvesElastodynamics` imposes the equation at all points and times, with no boundaries. Plane waves are smooth, so `deriv` has its ordinary meaning for them.
- `energy C e` is stress contracted with strain, which is twice the usual strain-energy density.
- `waveStrain p m` is the matrix $e$ above, without the factor $-k\sin\varphi$.

The step from here to a real crystal is the replacement of a lattice by a linear, homogeneous continuum, which is reasonable for small strains and for wavelengths long compared with the lattice spacing. Within that non-dispersive model, and for an unstressed, non-piezoelectric crystal, the Christoffel equation turns elastic constants from an electronic-structure calculation into sound speeds, which can be compared with the long-wavelength slopes of the acoustic phonon branches.

```lean
import Mathlib

open Matrix
open Finset (sum_congr sum_comm mul_sum sum_mul sum_add_distrib)

namespace ChristoffelEquation

noncomputable section

variable {n : ℕ}

/-- A real four-index stiffness array in `n` dimensions. -/
abbrev Stiffness (n : ℕ) := Fin n → Fin n → Fin n → Fin n → ℝ

/-- The partial derivative of a differentiable scalar field along the coordinate `j`. -/
def partialDeriv (j : Fin n) (f : (Fin n → ℝ) → ℝ) (x : Fin n → ℝ) : ℝ :=
  deriv (fun s : ℝ => f (x + s • (Pi.single j 1 : Fin n → ℝ))) 0

/-- The equation of motion `ρ ∂ₜ² u_i = C_ijql ∂_j ∂_l u_q` at all points and times,
for a twice differentiable displacement field `u`. -/
def SolvesElastodynamics (ρ : ℝ) (C : Stiffness n)
    (u : (Fin n → ℝ) → ℝ → Fin n → ℝ) : Prop :=
  ∀ x t i, ρ * deriv (fun s => deriv (fun r => u x r i) s) t =
    ∑ j, ∑ q, ∑ l, C i j q l * partialDeriv j (partialDeriv l (fun y => u y t q)) x

/-- The displacement field `p cos(k m·x - ω t)`. -/
def planeWave (p m : Fin n → ℝ) (k ω : ℝ) (x : Fin n → ℝ) (t : ℝ) (i : Fin n) : ℝ :=
  p i * Real.cos (k * (m ⬝ᵥ x) - ω * t)

/-- The Christoffel matrix `G_iq = C_ijql m_j m_l`. -/
def christoffel (C : Stiffness n) (m : Fin n → ℝ) : Matrix (Fin n) (Fin n) ℝ :=
  Matrix.of fun i q => ∑ j, ∑ l, C i j q l * m j * m l

/-- Minor symmetry in the first index pair and major symmetry under exchange of the pairs;
together they give minor symmetry in the second pair. -/
structure ElasticSymmetry (C : Stiffness n) : Prop where
  minor : ∀ i j q l, C i j q l = C j i q l
  major : ∀ i j q l, C i j q l = C q l i j

/-- Stress contracted with strain, `C_ijql e_ql e_ij`. -/
def energy (C : Stiffness n) (e : Matrix (Fin n) (Fin n) ℝ) : ℝ :=
  ∑ i, ∑ j, (∑ q, ∑ l, C i j q l * e q l) * e i j

/-- Every nonzero symmetric strain has positive `energy`. -/
def PositiveOnStrains (C : Stiffness n) : Prop :=
  ∀ e : Matrix (Fin n) (Fin n) ℝ, e.IsSymm → e ≠ 0 → 0 < energy C e

/-- The symmetrized product `(p_i m_j + p_j m_i)/2` of two vectors. -/
def waveStrain (p m : Fin n → ℝ) : Matrix (Fin n) (Fin n) ℝ :=
  Matrix.of fun i j => (p i * m j + p j * m i) / 2

/-- The stiffness `mu (δ_iq δ_jl + δ_il δ_jq)` with shear modulus `mu`. -/
def shearStiffness (mu : ℝ) : Stiffness n := fun i j q l =>
  let δ : Matrix (Fin n) (Fin n) ℝ := 1
  mu * (δ i q * δ j l + δ i l * δ j q)

/-- Differentiating a differentiable function of the phase `k m·x - b` along coordinate `j`
brings down the factor `k m_j`. -/
theorem partialDeriv_phase (g g' : ℝ → ℝ) (hg : ∀ s, HasDerivAt g (g' s) s)
    (m : Fin n → ℝ) (k b : ℝ) (j : Fin n) (x : Fin n → ℝ) :
    partialDeriv j (fun y => g (k * (m ⬝ᵥ y) - b)) x =
      k * m j * g' (k * (m ⬝ᵥ x) - b) := by
  have h1 : HasDerivAt
      (fun s : ℝ => k * (m ⬝ᵥ (x + s • (Pi.single j 1 : Fin n → ℝ))) - b) (k * m j) 0 := by
    -- along a coordinate line the phase is affine
    have e : (fun s : ℝ => k * (m ⬝ᵥ (x + s • (Pi.single j 1 : Fin n → ℝ))) - b) =
        fun s => (k * (m ⬝ᵥ x) - b) + s * (k * m j) := by
      funext s
      simp only [dotProduct_add, dotProduct_smul, dotProduct_single, smul_eq_mul, mul_one]
      ring
    rw [e]
    exact (((hasDerivAt_id' (0 : ℝ)).mul_const _).const_add _).congr_deriv (one_mul _)
  refine (((hg _).comp (0 : ℝ) h1).deriv).trans ?_
  simp only [zero_smul, add_zero]
  ring

/-- The elastic force of a plane wave is `-k² (G(m) p) cos(k m·x - ω t)`. -/
theorem force_planeWave (C : Stiffness n) (p m : Fin n → ℝ) (k ω : ℝ)
    (x : Fin n → ℝ) (t : ℝ) (i : Fin n) :
    ∑ j, ∑ q, ∑ l, C i j q l *
      partialDeriv j (partialDeriv l (fun y => planeWave p m k ω y t q)) x =
    -(k ^ 2) * (christoffel C m *ᵥ p) i * Real.cos (k * (m ⬝ᵥ x) - ω * t) := by
  have h : ∀ j l q, partialDeriv j (partialDeriv l (fun y => planeWave p m k ω y t q)) x =
      k * m j * (k * m l * (p q * -Real.cos (k * (m ⬝ᵥ x) - ω * t))) := by
    intro j l q
    have h1 : partialDeriv l (fun y => planeWave p m k ω y t q) =
        fun y => k * m l * (p q * -Real.sin (k * (m ⬝ᵥ y) - ω * t)) :=
      funext fun y => partialDeriv_phase (fun s => p q * Real.cos s)
        (fun s => p q * -Real.sin s) (fun s => (Real.hasDerivAt_cos s).const_mul _) m k _ l y
    rw [h1]
    exact partialDeriv_phase (fun s => k * m l * (p q * -Real.sin s))
      (fun s => k * m l * (p q * -Real.cos s))
      (fun s => (((Real.hasDerivAt_sin s).neg).const_mul _).const_mul _) m k _ j x
  simp only [h]
  generalize Real.cos (k * (m ⬝ᵥ x) - ω * t) = c
  simp only [christoffel, Matrix.mulVec, dotProduct, Matrix.of_apply, mul_sum, sum_mul]
  rw [sum_comm]
  refine sum_congr rfl fun q _ => sum_congr rfl fun j _ => sum_congr rfl fun l _ => ?_
  ring

/-- The acceleration of a plane wave is `-ω²` times its displacement. -/
theorem acceleration_planeWave (p m : Fin n → ℝ) (k ω : ℝ)
    (x : Fin n → ℝ) (t : ℝ) (i : Fin n) :
    deriv (fun s => deriv (fun r => planeWave p m k ω x r i) s) t =
      -(ω ^ 2) * planeWave p m k ω x t i := by
  unfold planeWave
  generalize k * (m ⬝ᵥ x) = c
  have h : ∀ s, HasDerivAt (fun r : ℝ => c - ω * r) (-ω) s := fun s =>
    (((hasDerivAt_id' s).const_mul ω).const_sub c).congr_deriv (by ring)
  have h1 : (fun s => deriv (fun r => p i * Real.cos (c - ω * r)) s) =
      fun s => p i * ω * Real.sin (c - ω * s) :=
    funext fun s => (((h s).cos).const_mul (p i)).deriv.trans (by ring)
  rw [h1]
  exact (((h t).sin).const_mul (p i * ω)).deriv.trans (by ring)

/-- Christoffel equation: for `k ≠ 0`, the wave `p cos(k m·x - ω t)` solves the equation of
motion if and only if `G(m) p = ρ (ω/k)² p`. -/
theorem planeWave_solves_iff (ρ : ℝ) (C : Stiffness n) (p m : Fin n → ℝ) {k : ℝ} (ω : ℝ)
    (hk : k ≠ 0) :
    SolvesElastodynamics ρ C (planeWave p m k ω) ↔
      christoffel C m *ᵥ p = (ρ * (ω / k) ^ 2) • p := by
  have hv : k ^ 2 * (ω / k) ^ 2 = ω ^ 2 := by
    rw [← mul_pow, mul_div_cancel₀ _ hk]
  generalize ω / k = v at hv ⊢
  constructor
  · intro h
    funext i
    -- at the origin and time zero the cosine equals one
    have h0 := h 0 0 i
    rw [acceleration_planeWave, force_planeWave] at h0
    simp only [planeWave, dotProduct_zero, mul_zero, sub_zero, Real.cos_zero, mul_one] at h0
    simp only [Pi.smul_apply, smul_eq_mul]
    apply mul_left_cancel₀ (pow_ne_zero 2 hk)
    linear_combination h0 - ρ * p i * hv
  · intro h x t i
    rw [acceleration_planeWave, force_planeWave, h]
    simp only [planeWave, Pi.smul_apply, smul_eq_mul]
    linear_combination ρ * p i * Real.cos (k * (m ⬝ᵥ x) - ω * t) * hv

/-- A symmetric array contracts with the symmetrized product of two vectors as it does with
their plain product. -/
theorem sum_waveStrain (p m : Fin n → ℝ) (B : Fin n → Fin n → ℝ) (hB : ∀ i j, B i j = B j i) :
    ∑ i, ∑ j, B i j * waveStrain p m i j = ∑ i, ∑ j, B i j * (p i * m j) := by
  have h : ∑ i, ∑ j, B i j * (p j * m i) = ∑ i, ∑ j, B i j * (p i * m j) := by
    rw [sum_comm]
    exact sum_congr rfl fun a _ => sum_congr rfl fun b _ => by rw [hB b a]
  have h2 : ∑ i, ∑ j, B i j * waveStrain p m i j =
      (∑ i, ∑ j, B i j * (p i * m j) + ∑ i, ∑ j, B i j * (p j * m i)) / 2 := by
    simp only [← sum_add_distrib, Finset.sum_div]
    refine sum_congr rfl fun a _ => sum_congr rfl fun b _ => ?_
    simp only [waveStrain, Matrix.of_apply]
    ring
  rw [h2, h]
  ring

/-- For a stiffness with the elastic symmetries, `p·G(m)p` is the stress-strain contraction
of the symmetrized product of `p` and `m`. -/
theorem energy_waveStrain {C : Stiffness n} (hC : ElasticSymmetry C) (p m : Fin n → ℝ) :
    energy C (waveStrain p m) = p ⬝ᵥ (christoffel C m *ᵥ p) := by
  have h1 : ∀ i j, ∑ q, ∑ l, C i j q l * waveStrain p m q l =
      ∑ q, ∑ l, C i j q l * (p q * m l) := fun i j =>
    sum_waveStrain p m (C i j) fun q l => by
      rw [hC.major i j q l, hC.minor q l i j, hC.major l q i j]
  simp only [energy, h1]
  refine (sum_waveStrain p m (fun i j => ∑ q, ∑ l, C i j q l * (p q * m l)) ?_).trans ?_
  · exact fun i j => sum_congr rfl fun q _ => sum_congr rfl fun l _ => by
      rw [hC.minor i j q l]
  · simp only [dotProduct, Matrix.mulVec, christoffel, Matrix.of_apply, mul_sum, sum_mul]
    refine sum_congr rfl fun i _ => ?_
    rw [sum_comm]
    refine sum_congr rfl fun q _ => sum_congr rfl fun j _ => sum_congr rfl fun l _ => ?_
    ring

/-- If the stiffness has the elastic symmetries and is positive on nonzero symmetric strains,
its Christoffel matrix is positive definite for every nonzero `m`. -/
theorem christoffel_posDef {C : Stiffness n} (hC : ElasticSymmetry C)
    (hpos : PositiveOnStrains C) {m : Fin n → ℝ} (hm : m ≠ 0) : (christoffel C m).PosDef := by
  refine Matrix.posDef_iff_dotProduct_mulVec.mpr ⟨Matrix.IsHermitian.ext fun i q => ?_, ?_⟩
  · simp only [christoffel, Matrix.of_apply, star_trivial]
    rw [sum_comm]
    refine sum_congr rfl fun a _ => sum_congr rfl fun b _ => ?_
    rw [hC.major q b i a]
    ring
  · intro p hp
    rw [star_trivial, ← energy_waveStrain hC]
    refine hpos _ (Matrix.IsSymm.ext fun i j => ?_) fun h0 => hp ?_
    · simp only [waveStrain, Matrix.of_apply]
      ring
    · -- a vanishing strain forces the polarization to vanish
      have e : ∀ i j, p i * m j + p j * m i = 0 := by
        intro i j
        have h := congrFun (congrFun h0 i) j
        simp only [waveStrain, Matrix.of_apply, Matrix.zero_apply] at h
        linarith
      obtain ⟨j, hj⟩ := Function.ne_iff.mp hm
      have pj : p j = 0 :=
        (mul_eq_zero.mp (by linarith [e j j] : p j * m j = 0)).resolve_right hj
      funext i
      have h := e i j
      rw [pj, zero_mul, add_zero] at h
      exact (mul_eq_zero.mp h).resolve_right hj

/-- The stiffness `mu (δ_iq δ_jl + δ_il δ_jq)` with `mu > 0` has the elastic symmetries and
is positive on nonzero symmetric strains. -/
theorem shearStiffness_witness {mu : ℝ} (hmu : 0 < mu) :
    ElasticSymmetry (shearStiffness mu : Stiffness n) ∧
      PositiveOnStrains (shearStiffness mu : Stiffness n) := by
  have s : ∀ a b : Fin n, (1 : Matrix (Fin n) (Fin n) ℝ) a b =
      (1 : Matrix (Fin n) (Fin n) ℝ) b a := fun a b =>
    congrFun (congrFun Matrix.transpose_one b) a
  refine ⟨⟨fun i j q l => ?_, fun i j q l => ?_⟩, fun e he hne => ?_⟩
  · simp only [shearStiffness]
    ring
  · simp only [shearStiffness]
    rw [s q i, s l j, s q j, s l i]
    ring
  · -- the stress is `2 mu e`, so the contraction is a sum of squares
    have h : ∀ i j, (∑ q, ∑ l, shearStiffness mu i j q l * e q l) * e i j =
        2 * mu * e i j ^ 2 := by
      intro i j
      have h1 : ∑ q, ∑ l, shearStiffness mu i j q l * e q l = mu * (e i j + e j i) := by
        simp [shearStiffness, Matrix.one_apply, add_mul, mul_add, sum_add_distrib]
      rw [h1, he.apply i j]
      ring
    obtain ⟨i, hi⟩ := Function.ne_iff.mp hne
    obtain ⟨j, hj⟩ := Function.ne_iff.mp hi
    have hj' : e i j ≠ 0 := hj
    simp only [energy, h]
    exact Finset.sum_pos' (fun a _ => Finset.sum_nonneg fun b _ => by positivity)
      ⟨i, Finset.mem_univ i, Finset.sum_pos' (fun b _ => by positivity)
        ⟨j, Finset.mem_univ j, by positivity⟩⟩

end

end ChristoffelEquation
```

```lean
#print axioms ChristoffelEquation.planeWave_solves_iff
#print axioms ChristoffelEquation.christoffel_posDef
```

```
'ChristoffelEquation.planeWave_solves_iff' depends on axioms: [propext, Classical.choice, Quot.sound]
'ChristoffelEquation.christoffel_posDef' depends on axioms: [propext, Classical.choice, Quot.sound]
```

## From the derivatives to the strain energy in Lean

`partialDeriv_phase` is the chain rule for a function of the phase. It first rewrites the phase along a coordinate line as a constant plus `s * (k * m j)`, then composes derivatives. `force_planeWave` applies it twice, first to the cosine and then to the resulting sine, and reorders the finite sums to recognize $-k^2(Gp)_i\cos\varphi$. `acceleration_planeWave` does the two time derivatives.

In `planeWave_solves_iff`, the auxiliary identity `hv` is $k^2(\omega/k)^2=\omega^2$. The forward direction specializes the equation of motion to the origin at time zero, through `h 0 0 i`, and cancels $k^2$. The reverse direction substitutes the Christoffel equation at an arbitrary point. In both, `linear_combination` does the remaining algebra.

`sum_waveStrain` is the replacement of $e_{ij}$ by $p_im_j$ under contraction with a symmetric array: exchanging the names of the two summation indices shows that both halves of $e$ contribute equally. `energy_waveStrain` uses it twice, first on the pair $q,l$ and then on $i,j$, to reach $p\cdot Gp$.

`christoffel_posDef` proves the symmetry of $G$ from major symmetry, then turns $p\cdot Gp$ into the energy of `waveStrain p m`. Its last part is your question itself: it assumes that this strain vanishes, picks a component with $m_j\neq0$, and derives $p=0$ from the diagonal entry and then the others.

`shearStiffness_witness` shows that the assumptions on $C$ are met in every dimension by the shear stiffness used in the example, an isotropic solid whose first Lamé constant is zero. For symmetric $e$ the stress is $2\mu e$, so `energy` is $2\mu\sum_{i,j}e_{ij}^2$, which is positive as soon as one entry is nonzero.

A further consequence of `christoffel_posDef`, which I add without a Lean proof, is that under its assumptions and for $\rho>0$ the spectral theorem supplies $n$ orthonormal polarizations, each with a real, nonzero speed.
